# The spin analyser at angle φ in the x-z plane is a Hermitian projector

For a two-level system, the analyser with its axis in the x-z plane, at a real angle φ from the z axis, is the 2 × 2 complex matrix (1 + cos φ σz + sin φ σx)/2. The theorem states that for every φ this matrix equals its own conjugate transpose and equals its own square, so that it is a Hermitian projector. The attempt replaces cos φ and sin φ by real numbers `c` and `s`, keeping only the relation s² + c² = 1, and compares the matrices entry by entry. `simp` alone is meant to settle the Hermitian half, while the half about the square also uses `ring` and `linear_combination`.

Lean 4 with Mathlib refuses this proof:

```lean
import Mathlib

open Matrix Filter Topology

namespace AnalyserProjector

noncomputable section

/-- The Pauli matrix of the x axis. -/
def σx : Matrix (Fin 2) (Fin 2) ℂ := !![0, 1; 1, 0]

/-- The Pauli matrix of the z axis. -/
def σz : Matrix (Fin 2) (Fin 2) ℂ := !![1, 0; 0, -1]

/-- The analyser whose axis lies in the x-z plane at angle `φ` from the z axis:
the matrix `(1 + cos φ σz + sin φ σx) / 2`. -/
def analyser (φ : ℝ) : Matrix (Fin 2) (Fin 2) ℂ :=
  (1 / 2 : ℂ) • (1 + (Real.cos φ : ℂ) • σz + (Real.sin φ : ℂ) • σx)

/-- An analyser is a Hermitian projector. -/
theorem analyser_projector (φ : ℝ) :
    (analyser φ).IsHermitian ∧ analyser φ * analyser φ = analyser φ := by
  have hp := Real.sin_sq_add_cos_sq φ
  unfold analyser
  generalize Real.cos φ = c at hp ⊢
  generalize Real.sin φ = s at hp ⊢
  have hq : (s : ℂ) ^ 2 + (c : ℂ) ^ 2 = 1 := by exact_mod_cast hp
  constructor
  · ext i j
    fin_cases i <;> fin_cases j <;> simp [σx, σz, Matrix.conjTranspose_apply]
  · ext i j
    fin_cases i <;> fin_cases j <;>
      simp [σx, σz, Matrix.mul_apply, Fin.sum_univ_two]
    · linear_combination (1 / 4 : ℂ) * hq
    · ring
    · ring
    · linear_combination (1 / 4 : ℂ) * hq

end

end AnalyserProjector
```

Compiling this gives:

```
Main.lean:29:2: error: unsolved goals
case left.«0».«0»
φ c s : ℝ
hp : s ^ 2 + c ^ 2 = 1
hq : ↑s ^ 2 + ↑c ^ 2 = 1
⊢ 2⁻¹ + 2⁻¹ * ↑c = 2⁻¹ * (1 + ↑c)

case left.«1».«1»
φ c s : ℝ
hp : s ^ 2 + c ^ 2 = 1
hq : ↑s ^ 2 + ↑c ^ 2 = 1
⊢ 2⁻¹ + -(2⁻¹ * ↑c) = 2⁻¹ * (1 + -↑c)
```

Cause. The error is in the Hermitian half. `simp` closes the two off-diagonal entries but leaves the two diagonal ones, which Lean reports as unsolved goals. Both are true equations. In the first, the left side is `2⁻¹ + 2⁻¹ * ↑c` and the right side is `2⁻¹ * (1 + ↑c)`; the second is the same with the sign of `↑c` reversed. The two sides differ only in whether the factor `2⁻¹` has been multiplied out, and `simp` with the lemmas given does not apply the distributive law to bring them to one form.

The repair adds `<;> ring` after `simp`. `ring` proves identities that follow from the laws of commutative rings, distributivity among them, so it closes both goals without needing s² + c² = 1. Because `<;>` runs `ring` only on the goals that `simp` leaves, the off-diagonal entries, already closed, are unaffected.

Lean accepts the file once it reads:

```diff
@@ -28,5 +28,5 @@
   constructor
   · ext i j
-    fin_cases i <;> fin_cases j <;> simp [σx, σz, Matrix.conjTranspose_apply]
+    fin_cases i <;> fin_cases j <;> simp [σx, σz, Matrix.conjTranspose_apply] <;> ring
   · ext i j
     fin_cases i <;> fin_cases j <;>
```
